# Edmiston-Ruedenberg stationarity as a pair condition on real two-electron integrals

Edmiston-Ruedenberg localisation mixes orthonormal orbitals so as to make the sum of their self-repulsions (pp|pp) as large as possible, and a statement about its stationary points must first fix what "stationary" means when only orthogonal mixings are allowed. Here it means that the sum has zero derivative at t = 0 along every path U(t) of orthogonal matrices with U(0) = 1, where each entry is differentiable at all t.

The orbitals are labelled by a finite type `ι`.

In Lean 4 with Mathlib:

```lean
import Mathlib

open Matrix

namespace EdmistonRuedenberg

noncomputable section

variable {ι : Type*} [Fintype ι] [DecidableEq ι]
```

The integral (ij|kl), in charge-density notation, is `g i j k l`, a real array. `Eightfold` assumes two symmetries: `swap` holds because real orbitals commute in the product φᵢφⱼ, and `pair` because the two electrons can be relabelled. Together they generate all eight permutations.

```lean
/-- Eightfold permutational symmetry of real two-electron integrals `(ij|kl)`, given by
two generating permutations. -/
structure Eightfold {κ : Type*} (g : κ → κ → κ → κ → ℝ) : Prop where
  swap : ∀ i j k l, g i j k l = g j i k l
  pair : ∀ i j k l, g i j k l = g k l i j
```

The columns of U are the new orbitals, so `rotate` transforms all four indices. That this array equals the Coulomb integrals over the actual mixed orbitals rests on the linearity of those integrals, which is the step from the model to a molecule.

```lean
/-- The integrals over the new orbitals, which are the columns of `U`. -/
def rotate {κ : Type*} [Fintype κ] (g : κ → κ → κ → κ → ℝ) (U : Matrix κ κ ℝ) :
    κ → κ → κ → κ → ℝ :=
  fun p q r s => ∑ i, ∑ j, ∑ k, ∑ l, U i p * U j q * U k r * U l s * g i j k l
```

Write L for the sum of self-repulsions, `selfRepulsion`.

```lean
/-- The Edmiston-Ruedenberg functional: the sum of the orbital self-repulsions `(pp|pp)`. -/
def selfRepulsion {κ : Type*} [Fintype κ] (g : κ → κ → κ → κ → ℝ) : ℝ := ∑ p, g p p p p
```

In the definition of stationarity, `HasDerivAt f c 0` says that f is differentiable at 0 with derivative c.

```lean
/-- The self-repulsion has zero derivative at `t = 0` along every differentiable path of
orthogonal matrices that starts from the identity at `t = 0`. -/
def IsStationary (g : ι → ι → ι → ι → ℝ) : Prop :=
  ∀ U : ℝ → Matrix ι ι ℝ, (∀ t, U t * (U t)ᵀ = 1) → U 0 = 1 →
    (∀ i j, Differentiable ℝ fun t => U t i j) →
    HasDerivAt (fun t => selfRepulsion (rotate g (U t))) 0 0
```

## (a) Factorised integrals

Show that, if every matrix B^P is symmetric, the array

(ij|kl) = Σ_P B^P_ij B^P_kl

has the eightfold symmetry.

Exchanging i and j leaves B^P_ij unchanged. Exchanging the pairs ij and kl only reorders a product of two numbers. For real orbitals, standard density fitting in the Coulomb metric, with one auxiliary basis for all orbital pairs, produces integrals of this form, so the symmetry assumption is met by a familiar class of arrays. The two fields of the proof are these two observations.

```lean
/-- Integrals factorised through symmetric matrices `B P`, as in density fitting, have
eightfold symmetry. -/
theorem eightfold_witness {κ μ : Type*} [Fintype κ] (B : κ → Matrix μ μ ℝ)
    (hB : ∀ P i j, B P i j = B P j i) :
    Eightfold (fun i j k l => ∑ P, B P i j * B P k l) where
  swap i j k l := Finset.sum_congr rfl fun P _ => by rw [hB P i j]
  pair i j k l := Finset.sum_congr rfl fun P _ => mul_comm _ _
```

## (b) The derivative along a path

Let A = U′(0) be the velocity of a path with U(0) = 1. Show that

dL/dt at t = 0 equals 4 Σ_p Σ_i A_ip (pp|ip).

Along the path,

L = Σ_p Σ_ijkl U_ip U_jp U_kp U_lp (ij|kl).

The product rule gives four terms. In each, the three undifferentiated factors become Kronecker deltas at t = 0, leaving

Σ_p Σ_i A_ip [(ip|pp) + (pi|pp) + (pp|ip) + (pp|pi)].

The four integrals are equal by symmetry, which gives the factor 4. Orthogonality has not been used yet.

In the proof, `h` is the product rule, `δ` collapses the sums, and `e1`, `e2`, `e3` identify the four integrals.

```lean
/-- For integrals with eightfold symmetry, the self-repulsion along a path through the
identity with velocity `A` has derivative `4 ∑ A i p (pp|ip)` at `t = 0`. -/
theorem hasDerivAt_selfRepulsion {g : ι → ι → ι → ι → ℝ} (hg : Eightfold g)
    {U : ℝ → Matrix ι ι ℝ} {A : Matrix ι ι ℝ} (h0 : U 0 = 1)
    (hU : ∀ i j, HasDerivAt (fun t => U t i j) (A i j) 0) :
    HasDerivAt (fun t => selfRepulsion (rotate g (U t)))
      (4 * ∑ p, ∑ i, A i p * g p p i p) 0 := by
  -- the product rule, one term for each of the four indices
  have h : HasDerivAt (fun t => selfRepulsion (rotate g (U t)))
      (∑ p, ∑ i, ∑ j, ∑ k, ∑ l,
        (((A i p * U 0 j p + U 0 i p * A j p) * U 0 k p + U 0 i p * U 0 j p * A k p) * U 0 l p
          + U 0 i p * U 0 j p * U 0 k p * A l p) * g i j k l) 0 := by
    simp only [selfRepulsion, rotate]
    refine HasDerivAt.fun_sum fun p _ => HasDerivAt.fun_sum fun i _ =>
      HasDerivAt.fun_sum fun j _ => HasDerivAt.fun_sum fun k _ =>
      HasDerivAt.fun_sum fun l _ => ?_
    exact ((((hU i p).fun_mul (hU j p)).fun_mul (hU k p)).fun_mul (hU l p)).mul_const _
  rw [h0] at h
  refine h.congr_deriv ?_
  have δ : ∀ (p : ι) (f : ι → ℝ), ∑ j, (1 : Matrix ι ι ℝ) j p * f j = f p := by
    intro p f
    simp [Matrix.one_apply]
  rw [Finset.mul_sum]
  refine Finset.sum_congr rfl fun p _ => ?_
  let D : ι → ℝ := fun i => (1 : Matrix ι ι ℝ) i p
  trans (∑ i, A i p * (∑ j, D j * (∑ k, D k * (∑ l, D l * g i j k l))))
      + (∑ i, D i * (∑ j, A j p * (∑ k, D k * (∑ l, D l * g i j k l))))
      + (∑ i, D i * (∑ j, D j * (∑ k, A k p * (∑ l, D l * g i j k l))))
      + (∑ i, D i * (∑ j, D j * (∑ k, D k * (∑ l, A l p * g i j k l))))
  · simp only [Finset.mul_sum, ← Finset.sum_add_distrib]
    refine Finset.sum_congr rfl fun i _ => Finset.sum_congr rfl fun j _ =>
      Finset.sum_congr rfl fun k _ => Finset.sum_congr rfl fun l _ => ?_
    ring
  · simp only [D, δ]
    -- the four terms agree by permutational symmetry
    rw [← Finset.sum_add_distrib, ← Finset.sum_add_distrib, ← Finset.sum_add_distrib,
      Finset.mul_sum]
    refine Finset.sum_congr rfl fun i _ => ?_
    have e1 := hg.pair i p p p
    have e2 := hg.swap p i p p
    have e3 := hg.pair p p p i
    rw [e3, e2, e1]
    ring
```

## (c) The velocity of an orthogonal path

Show that if U(t) is also orthogonal at every t, then

A_ji = −A_ij.

Orthogonality reads Σ_k U_ik U_jk = δ_ij, with a constant right-hand side. Differentiating at t = 0 gives

0 = Σ_k (A_ik δ_jk + δ_ik A_jk) = A_ij + A_ji.

The proof differentiates the same function twice, as a constant (`hc`) and by the product rule (`hd`), and equates the results by uniqueness of the derivative.

```lean
/-- The velocity at the identity of a path of orthogonal matrices is antisymmetric. -/
theorem velocity_antisymm {U : ℝ → Matrix ι ι ℝ} {A : Matrix ι ι ℝ}
    (hO : ∀ t, U t * (U t)ᵀ = 1) (h0 : U 0 = 1)
    (hU : ∀ i j, HasDerivAt (fun t => U t i j) (A i j) 0) (i j : ι) :
    A j i = -A i j := by
  have hc : (fun t => ∑ k, U t i k * U t j k) = fun _ => (1 : Matrix ι ι ℝ) i j := by
    funext t
    have h := congrFun (congrFun (hO t) i) j
    simpa only [Matrix.mul_apply, Matrix.transpose_apply] using h
  have hd : HasDerivAt (fun t => ∑ k, U t i k * U t j k)
      (∑ k, (A i k * U 0 j k + U 0 i k * A j k)) 0 :=
    HasDerivAt.fun_sum fun k _ => (hU i k).fun_mul (hU j k)
  rw [hc] at hd
  have h := hd.unique (hasDerivAt_const (0 : ℝ) ((1 : Matrix ι ι ℝ) i j))
  rw [h0] at h
  simp [Matrix.one_apply, Finset.sum_add_distrib] at h
  linarith
```

## (d) The derivative under the constraint

Show that along an orthogonal path

dL/dt at t = 0 equals 2 Σ_p Σ_i A_ip [(pp|ip) − (ii|ip)].

Let S = Σ_p Σ_i A_ip (pp|ip), so that the derivative is 4S by (b). Exchanging the names i and p, then using (c) and the index symmetry, gives

S = Σ_p Σ_i A_pi (ii|pi) = −Σ_p Σ_i A_ip (ii|ip).

Writing 4S as 2S + 2S, with one S in each form, gives the claim. The relabelling is `Finset.sum_comm` inside `h`.

```lean
/-- For integrals with eightfold symmetry and a path of orthogonal matrices through the identity at
`t = 0` with velocity `A` there, the self-repulsion has derivative `2 ∑ A i p [(pp|ip) - (ii|ip)]`
at `t = 0`. -/
theorem hasDerivAt_orthogonal {g : ι → ι → ι → ι → ℝ} (hg : Eightfold g)
    {U : ℝ → Matrix ι ι ℝ} {A : Matrix ι ι ℝ}
    (hO : ∀ t, U t * (U t)ᵀ = 1) (h0 : U 0 = 1)
    (hU : ∀ i j, HasDerivAt (fun t => U t i j) (A i j) 0) :
    HasDerivAt (fun t => selfRepulsion (rotate g (U t)))
      (2 * ∑ p, ∑ i, A i p * (g p p i p - g i i i p)) 0 := by
  refine (hasDerivAt_selfRepulsion hg h0 hU).congr_deriv ?_
  -- exchange the summation labels and use antisymmetry
  have h : ∑ p, ∑ i, A i p * g p p i p = -∑ p, ∑ i, A i p * g i i i p := by
    rw [Finset.sum_comm, ← Finset.sum_neg_distrib]
    refine Finset.sum_congr rfl fun p _ => ?_
    rw [← Finset.sum_neg_distrib]
    refine Finset.sum_congr rfl fun i _ => ?_
    rw [velocity_antisymm hO h0 hU i p, hg.pair i i p i, hg.swap p i i i, hg.pair i p i i]
    ring
  simp only [mul_sub, Finset.sum_sub_distrib]
  linarith
```

## (e) A rotation of one pair

Let E_ij be the matrix with a single 1 in row i, column j. For i ≠ j put K = E_ij − E_ji and

R(t) = 1 + sin t K + (1 − cos t) K².

```lean
/-- The matrix `E_ij - E_ji`, which for `i ≠ j` generates the rotations in the plane of orbitals `i`
and `j`. -/
def pairGenerator (i j : ι) : Matrix ι ι ℝ := Matrix.single i j 1 - Matrix.single j i 1

/-- The matrix `1 + sin t K + (1 - cos t) K²`, with `K` the generator of the pair `i`, `j`. -/
def pairRotation (i j : ι) (t : ℝ) : Matrix ι ι ℝ :=
  1 + Real.sin t • pairGenerator i j
    + (1 - Real.cos t) • (pairGenerator i j * pairGenerator i j)
```

Show that

R(t) R(t)ᵀ = 1 for every t.

Here Kᵀ = −K, K² = −(E_ii + E_jj) and K³ = −K, hence K⁴ = −K². With s = sin t and c = 1 − cos t,

R Rᵀ = (1 + cK² + sK)(1 + cK² − sK)
= (1 + cK²)² − s²K²
= 1 + (2c − c² − s²) K².

Since 2c − c² = (1 − cos t)(1 + cos t) = s², the bracket vanishes. The facts `hT`, `h3` and `hc` are the transpose, the cube and this scalar identity.

```lean
/-- For two different orbitals the pair rotation is orthogonal at every angle. -/
theorem pairRotation_orthogonal {i j : ι} (h : i ≠ j) (t : ℝ) :
    pairRotation i j t * (pairRotation i j t)ᵀ = 1 := by
  have hT : (pairGenerator i j)ᵀ = -pairGenerator i j := by
    simp [pairGenerator, Matrix.transpose_sub, Matrix.transpose_single]
  have h3 : pairGenerator i j * pairGenerator i j * pairGenerator i j
      = -pairGenerator i j := by
    simp [pairGenerator, sub_mul, mul_sub, h, h.symm]
    abel
  have hc : 2 * (1 - Real.cos t) - Real.sin t ^ 2 - (1 - Real.cos t) ^ 2 = 0 := by
    linear_combination -Real.sin_sq_add_cos_sq t
  simp only [pairRotation, Matrix.transpose_add, Matrix.transpose_one, Matrix.transpose_smul,
    Matrix.transpose_mul, hT, add_mul, mul_add, one_mul, mul_one, smul_mul_assoc,
    mul_smul_comm, neg_mul, mul_neg, neg_neg, ← mul_assoc, h3]
  linear_combination (norm := module) hc • (pairGenerator i j * pairGenerator i j)
```

## (f) The stationarity condition

Show that L is stationary if and only if

(ii|ij) = (jj|ij) for all i and j.

If the condition holds, every bracket in (d) is zero, so the derivative vanishes along every admissible path.

Conversely, suppose L is stationary. For i = j there is nothing to show. For i ≠ j take the path R(t) of (e), for which

R′(t) = cos t K + sin t K²,

so R(0) = 1 and R′(0) = K. Only the entries K_ij = 1 and K_ji = −1 contribute in (d), and by symmetry they contribute equally:

0 = 4 [(jj|ij) − (ii|ij)].

In the proof, `hd` differentiates R, `hv.unique` equates the derivative from (d) with zero, and `hsum` selects the two entries.

For a finite set of real orbitals, the differences (ii|ij) − (jj|ij) can therefore be used to check whether a localisation has reached a stationary point, though not whether that point is a maximum.

```lean
/-- Edmiston-Ruedenberg stationarity: for integrals with eightfold symmetry, the
self-repulsion is stationary if and only if `(ii|ij) = (jj|ij)` for all `i` and `j`. -/
theorem isStationary_iff {g : ι → ι → ι → ι → ℝ} (hg : Eightfold g) :
    IsStationary g ↔ ∀ i j, g i i i j = g j j i j := by
  constructor
  · intro hs i j
    by_cases hij : i = j
    · rw [hij]
    have hd : ∀ a b t, HasDerivAt (fun t => pairRotation i j t a b)
        (Real.cos t * pairGenerator i j a b
          + Real.sin t * (pairGenerator i j * pairGenerator i j) a b) t := by
      intro a b t
      have h := (((Real.hasDerivAt_sin t).mul_const (pairGenerator i j a b)).const_add
        ((1 : Matrix ι ι ℝ) a b)).fun_add (((Real.hasDerivAt_cos t).const_sub 1).mul_const
        ((pairGenerator i j * pairGenerator i j) a b))
      exact h.congr_deriv (by ring)
    have h0 : pairRotation i j 0 = 1 := by simp [pairRotation]
    have hO := pairRotation_orthogonal hij
    have hv := hasDerivAt_orthogonal hg hO h0 (A := pairGenerator i j)
      fun a b => (hd a b 0).congr_deriv (by simp)
    have h := hv.unique (hs _ hO h0 fun a b t => (hd a b t).differentiableAt)
    -- only the chosen pair contributes to the derivative
    have hsum : ∀ F : ι → ι → ℝ,
        ∑ p, ∑ q, pairGenerator i j q p * F q p = F i j - F j i := by
      intro F
      simp [pairGenerator, Matrix.single_apply, sub_mul, Finset.sum_sub_distrib, ite_and]
    rw [hsum fun q p => g p p q p - g q q q p] at h
    have e1 : g i i j i = g i i i j := by
      rw [hg.pair i i j i, hg.swap j i i i, hg.pair i j i i]
    have e2 : g j j j i = g j j i j := by
      rw [hg.pair j j j i, hg.swap j i j j, hg.pair i j j j]
    linarith
  · intro h U hO h0 hU
    refine (hasDerivAt_orthogonal hg hO h0
      (A := Matrix.of fun i j => deriv (fun t => U t i j) 0)
      fun i j => (hU i j 0).hasDerivAt).congr_deriv ?_
    simp [h]
```

## (g) Two orbitals at a finite angle

Number two orbitals 0 and 1, and define

a = (01|01) − [(00|00) + (11|11) − 2(00|11)]/4,
b = (00|01) − (11|01).

The code comments call these A and B; that A is not the velocity matrix above.

```lean
/-- The coefficient `(01|01) - [(00|00) + (11|11) - 2 (00|11)] / 4` of an orbital pair. -/
def pairCoefficient (g : Fin 2 → Fin 2 → Fin 2 → Fin 2 → ℝ) : ℝ :=
  g 0 1 0 1 - (g 0 0 0 0 + g 1 1 1 1 - 2 * g 0 0 1 1) / 4
```

The new orbitals are cos θ φ₀ + sin θ φ₁ and −sin θ φ₀ + cos θ φ₁. This is the opposite sense of rotation to R(t) with i = 0, j = 1.

```lean
/-- The rotation of two orbitals by the angle `θ`. -/
def planeRotation (θ : ℝ) : Matrix (Fin 2) (Fin 2) ℝ :=
  !![Real.cos θ, -Real.sin θ; Real.sin θ, Real.cos θ]
```

Show that the rotation changes L by

ΔL = a(1 − cos 4θ) + b sin 4θ.

Now let c = cos θ and s = sin θ. Expanding both self-repulsions and adding gives

L(θ) = (c⁴ + s⁴)[(00|00) + (11|11)] + 4c²s²[(00|11) + 2(01|01)] + 4cs(c² − s²) b.

Insert c⁴ + s⁴ = 1 − 2c²s² and subtract L(0):

ΔL = 8c²s² a + 4cs(c² − s²) b.

Finally 8c²s² = 1 − cos 4θ and 4cs(c² − s²) = sin 4θ.

In the proof, `h1` to `h10` reduce sixteen integrals to six, and `hs` and `hc` are the multiple-angle formulas.

```lean
/-- For two orbitals and integrals with eightfold symmetry, a rotation by `θ` changes the
self-repulsion by `A (1 - cos 4θ) + B sin 4θ`, with `A` the pair coefficient and
`B = (00|01) - (11|01)`. -/
theorem selfRepulsion_planeRotation {g : Fin 2 → Fin 2 → Fin 2 → Fin 2 → ℝ}
    (hg : Eightfold g) (θ : ℝ) :
    selfRepulsion (rotate g (planeRotation θ)) = selfRepulsion g
      + pairCoefficient g * (1 - Real.cos (4 * θ))
      + (g 0 0 0 1 - g 1 1 0 1) * Real.sin (4 * θ) := by
  -- reduce the sixteen integrals to six
  have h1 := hg.pair 0 1 0 0
  have h2 := (hg.swap 1 0 0 0).trans h1
  have h3 := (hg.pair 0 0 1 0).trans h2
  have h4 := hg.pair 1 1 0 0
  have h5 := hg.swap 1 0 0 1
  have h6 := (hg.pair 0 1 1 0).trans h5
  have h7 := (hg.swap 1 0 1 0).trans h6
  have h8 := hg.pair 0 1 1 1
  have h9 := (hg.swap 1 0 1 1).trans h8
  have h10 := (hg.pair 1 1 1 0).trans h9
  have r00 : planeRotation θ 0 0 = Real.cos θ := rfl
  have r01 : planeRotation θ 0 1 = -Real.sin θ := rfl
  have r10 : planeRotation θ 1 0 = Real.sin θ := rfl
  have r11 : planeRotation θ 1 1 = Real.cos θ := rfl
  have hsc := Real.sin_sq_add_cos_sq θ
  have hs : Real.sin (4 * θ)
      = 4 * Real.sin θ * Real.cos θ * (Real.cos θ ^ 2 - Real.sin θ ^ 2) := by
    rw [show 4 * θ = 2 * (2 * θ) by ring, Real.sin_two_mul, Real.sin_two_mul,
      Real.cos_two_mul']
    ring
  have hc : Real.cos (4 * θ) = 1 - 8 * Real.sin θ ^ 2 * Real.cos θ ^ 2 := by
    rw [show 4 * θ = 2 * (2 * θ) by ring, Real.cos_two_mul', Real.cos_two_mul',
      Real.sin_two_mul]
    linear_combination (Real.sin θ ^ 2 + Real.cos θ ^ 2 + 1) * hsc
  rw [hs, hc]
  simp only [selfRepulsion, rotate, pairCoefficient, Fin.sum_univ_two, r00, r01, r10, r11,
    h1, h2, h3, h4, h5, h6, h7, h8, h9, h10]
  linear_combination (g 0 0 0 0 + g 1 1 1 1) * (Real.sin θ ^ 2 + Real.cos θ ^ 2 + 1) * hsc
```

## (h) When a stationary pair is maximal

Suppose b = 0, which is the stationarity condition for two orbitals. Show that

L(θ) ≤ L(0) for all θ if and only if a ≤ 0.

By (g), ΔL = a(1 − cos 4θ), and the bracket is never negative, so a ≤ 0 suffices. Conversely, θ = π/4 gives ΔL = 2a, which must not be positive. When a = 0 every rotation leaves L unchanged.

The proof takes the same two steps. For a two-orbital problem, the sign of a thus separates a stationary point worth keeping from one that a 45° rotation improves.

```lean
/-- For two orbitals with eightfold symmetric integrals and `(00|01) = (11|01)`, no rotation
raises the self-repulsion if and only if the pair coefficient is not positive. -/
theorem pair_maximal_iff {g : Fin 2 → Fin 2 → Fin 2 → Fin 2 → ℝ} (hg : Eightfold g)
    (hB : g 0 0 0 1 = g 1 1 0 1) :
    (∀ θ, selfRepulsion (rotate g (planeRotation θ)) ≤ selfRepulsion g)
      ↔ pairCoefficient g ≤ 0 := by
  simp only [selfRepulsion_planeRotation hg, hB, sub_self, zero_mul, add_zero]
  constructor
  · intro h
    -- a rotation by 45 degrees tests the sign
    have h4 := h (Real.pi / 4)
    rw [show 4 * (Real.pi / 4) = Real.pi by ring, Real.cos_pi] at h4
    linarith
  · intro h θ
    nlinarith [Real.cos_le_one (4 * θ)]

end

end EdmistonRuedenberg
```

```lean
#print axioms EdmistonRuedenberg.isStationary_iff
#print axioms EdmistonRuedenberg.pair_maximal_iff
```

```
'EdmistonRuedenberg.isStationary_iff' depends on axioms: [propext, Classical.choice, Quot.sound]
'EdmistonRuedenberg.pair_maximal_iff' depends on axioms: [propext, Classical.choice, Quot.sound]
```
